# Characteristic polynomial of the spin–orbit and tensor Hamiltonian in one P level of two spin-½ particles

Take two distinguishable spin-½ particles in a relative P orbital, with orbital momentum $\mathbf L$, spins $\mathbf s$ and $\mathbf I$, and only the coupling $\mathbf L\cdot\mathbf s$. The levels are $1/2$ (eight states) and $-1$ (four). Now sort the states by total spin and by $\mathbf F=\mathbf L+\mathbf s+\mathbf I$. The five $F=2$ states give $1/2$ and the $F=0$ state gives $-1$, but the diagonal elements for $^3P_1$ and $^1P_1$ are $-1/2$ and $0$. The correct values appear only after diagonalising
$$\begin{pmatrix}-1/2 & i/\sqrt2\\ -i/\sqrt2 & 0\end{pmatrix},$$
once for each of three projections.

## The factorisation

Let $\sigma_k,\sigma'_k$ be the Pauli matrices of the two spins, $\mathbf s=\boldsymbol\sigma/2$, $\mathbf I=\boldsymbol\sigma'/2$, $(L_k)_{ij}=-i\varepsilon_{kij}$ on Cartesian orbitals $|i\rangle$, and $\mathbf n$ the interparticle direction. Define
$$H=a\,\mathbf L\cdot\mathbf s+b\,\mathbf L\cdot\mathbf I+c\,S_{12},\qquad S_{12}=3\sum_{kl}N_{kl}\,\sigma_k\sigma'_l-\boldsymbol\sigma\cdot\boldsymbol\sigma',$$
$$\langle i|N_{kl}|j\rangle=\tfrac15(\delta_{kl}\delta_{ij}+\delta_{ki}\delta_{lj}+\delta_{kj}\delta_{li}).$$
$N_{kl}$ stands for $n_kn_l$ between the normalised orbitals $\sqrt3\,n_i$: the spherical mean of four components of $\mathbf n$ is the same bracket over 15. With $u=(a+b)/2$,
$$\det(x-H)=\left(x-u+\tfrac{2c}{5}\right)^5(x+2u+4c)\left(x^2+(u-2c)x-\tfrac{(a-b)^2}{2}\right)^3 .$$

## Use in a fine and hyperfine structure code

In first order within a single $n$P manifold such as 2P, the spin–orbit and dipolar terms of a two-body Breit Hamiltonian have this form, with masses, $g$ factors and $\langle r^{-3}\rangle$ absorbed in $a,b,c$. A code that assembles the $12\times12$ matrix from Kronecker products can compare its eigenvalues with $u-2c/5$ (five times), $-2u-4c$ (once) and
$$x_\pm=\tfrac12\left[2c-u\pm\sqrt{(u-2c)^2+2(a-b)^2}\right]$$
(three times each). A code that treats total spin as a good quantum number uses $2c-u$ and $0$ instead, which needs $a=b$: at $a=1$, $b=c=0$ it returns $-1/2$ and $0$ in place of $-1$ and $1/2$.

## Action on tensor amplitudes

Let $|s_0\rangle=\uparrow\downarrow-\downarrow\uparrow$ be the singlet and $|t_j\rangle=\sigma_j|s_0\rangle=-\sigma'_j|s_0\rangle$ the triplets, all of squared norm 2. Write
$$\Psi(T,v)=\sum_{ij}T_{ij}|i\rangle|t_j\rangle+\sum_i v_i|i\rangle|s_0\rangle,\qquad D(v)_{ij}=v_k\varepsilon_{kij},\qquad A(T)_k=\varepsilon_{kij}T_{ij},$$
with repeated indices summed. Pauli algebra gives $\sigma_kt_j=\delta_{kj}s_0+i\varepsilon_{kjl}t_l$ and $\sigma'_kt_j=-\delta_{kj}s_0+i\varepsilon_{kjl}t_l$. Since $L_k|i\rangle=-i\varepsilon_{kmi}|m\rangle$, the triplet-to-triplet coefficient of $|m\rangle|t_l\rangle$ is $\varepsilon_{kmi}\varepsilon_{kjl}T_{ij}=T_{lm}-\delta_{ml}\operatorname{tr}T$, the triplet-to-singlet one is $-i\varepsilon_{kmi}T_{ik}=-iA(T)_m$, and the singlet-to-triplet one is $-i\varepsilon_{lmi}v_i=iD(v)_{ml}$. Hence
$$2\,\mathbf L\cdot\mathbf s\,\Psi(T,v)=\Psi\big(T^{\mathsf T}-\operatorname{tr}T\,\mathbb 1+iD(v),\,-iA(T)\big),$$
and $\mathbf L\cdot\mathbf I$ flips the signs of the $D$ and $A$ terms.

As $N_{kl}=N_{lk}$, only the symmetric parts of $\sigma_k\sigma'_l$ act in $S_{12}$: $s_0\mapsto-\delta_{kl}s_0$ and $t_j\mapsto\delta_{kl}t_j-\delta_{kj}t_l-\delta_{lj}t_k$. With $\sum_kN_{kk}=1$ the singlet gives $-3+3=0$, and the triplet gives $3T-\tfrac65(T+T^{\mathsf T}+\operatorname{tr}T\,\mathbb 1)-T$, so
$$S_{12}\Psi(T,v)=\Psi\big(\tfrac45T-\tfrac65T^{\mathsf T}-\tfrac65\operatorname{tr}T\,\mathbb 1,\,0\big).$$

Three cases follow. For symmetric traceless $T$ and $v=0$ ($F=2$) the factor is $u+c(\tfrac45-\tfrac65)=u-\tfrac{2c}5$. For $T=\mathbb 1$ ($F=0$) it is $u(1-3)+c(\tfrac45-\tfrac65-\tfrac{18}5)=-2u-4c$; this $T$ is symmetric, so symmetry without tracelessness does not give the first value (at $a=b=1$, $c=0$: $-2$, not $1$). For $T=pD(w)$, $v=qw$ with a vector $w$ and amplitudes $p,q$ ($F=1$), $T^{\mathsf T}=-T$ and $A(D(w))=2w$ give
$$\begin{pmatrix}p\\q\end{pmatrix}\mapsto M\begin{pmatrix}p\\q\end{pmatrix},\qquad M=\begin{pmatrix}2c-u& i(a-b)/2\\-i(a-b)&0\end{pmatrix}.$$
For unit $w$ the two states have norms $2$ and $\sqrt2$, so the normalised off-diagonal elements are $\pm i(a-b)/\sqrt2$. Either way $\det(x-M)=x^2+(u-2c)x-(a-b)^2/2$. The $5+1+2\cdot3$ amplitudes parametrise all twelve dimensions, and the determinants multiply.

## The Lean file

```lean
import Mathlib

open Matrix Complex Polynomial
open scoped Kronecker

namespace BreitPLevels

noncomputable section

/-- Basis labels: Cartesian P orbital, first spin, second spin. -/
abbrev Idx := Fin 3 × Fin 2 × Fin 2

/-- Labels of the 5 + 1 + 2 * 3 coupled amplitudes. -/
abbrev Coup := Fin 6 ⊕ (Fin 2 × Fin 3)

/-- Levi-Civita symbol `eps k i j`. -/
def eps : Fin 3 → Matrix (Fin 3) (Fin 3) ℂ :=
  ![!![0, 0, 0; 0, 0, 1; 0, -1, 0], !![0, 0, -1; 0, 0, 0; 1, 0, 0], !![0, 1, 0; -1, 0, 0; 0, 0, 0]]

/-- Orbital angular momentum on Cartesian P orbitals, `(L_k)_ij = -i ε_kij`. -/
def L (k : Fin 3) : Matrix (Fin 3) (Fin 3) ℂ := (-I) • eps k

/-- Pauli matrices. -/
def pauli : Fin 3 → Matrix (Fin 2) (Fin 2) ℂ :=
  ![!![0, 1; 1, 0], !![0, -I; I, 0], !![1, 0; 0, -1]]

/-- Kronecker delta. -/
def δ (i j : Fin 3) : ℂ := if i = j then 1 else 0

/-- Angular average of `n_a n_b` between P orbitals. -/
def nn (a b : Fin 3) : Matrix (Fin 3) (Fin 3) ℂ :=
  of fun i j => (δ a b * δ i j + δ a i * δ b j + δ a j * δ b i) / 5

/-- Spin-orbit operator `L·s` of the first spin. -/
def LdotS : Matrix Idx Idx ℂ := ∑ k, L k ⊗ₖ (((1 / 2 : ℂ) • pauli k) ⊗ₖ 1)

/-- Spin-orbit operator `L·I` of the second spin. -/
def LdotI : Matrix Idx Idx ℂ := ∑ k, L k ⊗ₖ (1 ⊗ₖ ((1 / 2 : ℂ) • pauli k))

/-- Tensor operator `3 (σ·n)(σ'·n) - σ·σ'` with `n_a n_b` averaged. -/
def S12 : Matrix Idx Idx ℂ :=
  (3 : ℂ) • (∑ a, ∑ b, nn a b ⊗ₖ (pauli a ⊗ₖ pauli b)) - ∑ a, 1 ⊗ₖ (pauli a ⊗ₖ pauli a)

/-- The Hamiltonian `a L·s + b L·I + c S12`. -/
def H (a b c : ℂ) : Matrix Idx Idx ℂ := a • LdotS + b • LdotI + c • S12

/-- Two-spin singlet amplitudes `↑↓ - ↓↑`. -/
def singlet : Matrix (Fin 2) (Fin 2) ℂ := !![0, 1; -1, 0]

/-- Cartesian triplet amplitudes `↓↓ - ↑↑`, `i(↑↑ + ↓↓)`, `↑↓ + ↓↑`. -/
def triplet : Fin 3 → Matrix (Fin 2) (Fin 2) ℂ :=
  ![!![-1, 0; 0, 1], !![I, 0; 0, I], !![0, 1; 1, 0]]

/-- The state with orbital-triplet amplitudes `T` and orbital-singlet amplitudes `v`. -/
def state (T : Matrix (Fin 3) (Fin 3) ℂ) (v : Fin 3 → ℂ) : Idx → ℂ :=
  fun x => (∑ j, T x.1 j * triplet j x.2.1 x.2.2) + v x.1 * singlet x.2.1 x.2.2

/-- Antisymmetric tensor `v_k ε_kij` of a vector. -/
def dual (v : Fin 3 → ℂ) : Matrix (Fin 3) (Fin 3) ℂ := of fun i j => ∑ k, v k * eps k i j

/-- Axial vector `ε_kij T_ij` of a tensor. -/
def axial (T : Matrix (Fin 3) (Fin 3) ℂ) : Fin 3 → ℂ := fun k => ∑ i, ∑ j, eps k i j * T i j

set_option maxHeartbeats 400000 in
/-- Action of `L·s` and `L·I` on triplet and singlet amplitudes. -/
theorem spinOrbit_state (T : Matrix (Fin 3) (Fin 3) ℂ) (v : Fin 3 → ℂ) :
    LdotS *ᵥ state T v
      = (1 / 2 : ℂ) • state (Tᵀ - T.trace • 1 + I • dual v) ((-I) • axial T) ∧
    LdotI *ᵥ state T v
      = (1 / 2 : ℂ) • state (Tᵀ - T.trace • 1 - I • dual v) (I • axial T) := by
  constructor <;> ext ⟨i, α, β⟩ <;>
  simp only [LdotS, LdotI, mulVec, dotProduct, Fintype.sum_prod_type, Fin.sum_univ_three,
    Fin.sum_univ_two, Matrix.add_apply, kroneckerMap_apply] <;>
  fin_cases i <;> fin_cases α <;> fin_cases β <;>
  simp [L, eps, pauli, state, triplet, singlet, dual, axial, Matrix.trace, Matrix.one_apply,
    Fin.sum_univ_three] <;>
  first | ring1 | (ring_nf; simp only [I_sq, I_pow_three]; ring1)

set_option maxHeartbeats 400000 in
/-- Action of `S12`: it removes the singlet amplitudes and reshuffles the triplet tensor. -/
theorem tensor_state (T : Matrix (Fin 3) (Fin 3) ℂ) (v : Fin 3 → ℂ) :
    S12 *ᵥ state T v
      = state ((4 / 5 : ℂ) • T - (6 / 5 : ℂ) • Tᵀ - (6 / 5 * T.trace) • 1) 0 := by
  ext ⟨i, α, β⟩
  simp only [S12, mulVec, dotProduct, Fintype.sum_prod_type, Fin.sum_univ_three,
    Fin.sum_univ_two, Matrix.add_apply, Matrix.sub_apply, Matrix.smul_apply, kroneckerMap_apply]
  fin_cases i <;> fin_cases α <;> fin_cases β <;>
  simp [nn, δ, pauli, state, triplet, singlet, Matrix.trace, Matrix.one_apply,
    Fin.sum_univ_three] <;>
  first | ring1 | (ring_nf; simp only [I_sq]; ring1)

/-- Action of `H` on triplet and singlet amplitudes, which are coupled through `a - b`. -/
theorem H_state (a b c u : ℂ) (hu : u = (a + b) / 2) (T : Matrix (Fin 3) (Fin 3) ℂ)
    (v : Fin 3 → ℂ) :
    H a b c *ᵥ state T v = state
      (u • (Tᵀ - T.trace • 1) + c • ((4 / 5 : ℂ) • T - (6 / 5 : ℂ) • Tᵀ - (6 / 5 * T.trace) • 1)
        + (I * (a - b) / 2) • dual v) ((-I * (a - b) / 2) • axial T) := by
  have sm : ∀ (r : ℂ) (M : Matrix Idx Idx ℂ) (ψ : Idx → ℂ), (r • M) *ᵥ ψ = r • (M *ᵥ ψ) := by
    intro r M ψ
    ext x
    simp [mulVec, dotProduct, Finset.mul_sum, mul_assoc]
  simp only [H, add_mulVec, sm, (spinOrbit_state T v).1, (spinOrbit_state T v).2, tensor_state]
  subst hu
  ext x
  simp only [state, Pi.add_apply, Pi.smul_apply, Pi.zero_apply, Matrix.add_apply,
    Matrix.sub_apply, Matrix.smul_apply, smul_eq_mul, Fin.sum_univ_three]
  ring

/-- A symmetric traceless triplet tensor is multiplied by `u - 2c/5`. -/
theorem H_symmetric (a b c u : ℂ) (hu : u = (a + b) / 2) (T : Matrix (Fin 3) (Fin 3) ℂ)
    (hs : Tᵀ = T) (ht : T.trace = 0) :
    H a b c *ᵥ state T 0 = (u - 2 * c / 5) • state T 0 := by
  have h : ∀ i j, T j i = T i j := fun i j => congrFun (congrFun hs i) j
  have hA : axial T = 0 := by
    ext k
    fin_cases k <;> simp [axial, eps, Fin.sum_univ_three, h 0 1, h 0 2, h 1 2]
  rw [H_state a b c u hu, hs, ht, hA]
  ext x
  simp only [state, dual, of_apply, Pi.smul_apply, Pi.zero_apply, Matrix.add_apply,
    Matrix.sub_apply, Matrix.smul_apply, smul_eq_mul, Fin.sum_univ_three]
  ring

/-- The unit triplet tensor is multiplied by `-2u - 4c`. -/
theorem H_scalar (a b c u : ℂ) (hu : u = (a + b) / 2) :
    H a b c *ᵥ state 1 0 = (-2 * u - 4 * c) • state 1 0 := by
  have hA : axial 1 = 0 := by
    ext k
    fin_cases k <;> simp [axial, eps, Fin.sum_univ_three, Matrix.one_apply]
  rw [H_state a b c u hu, hA, transpose_one, trace_one]
  ext x
  simp only [state, dual, of_apply, Pi.smul_apply, Pi.zero_apply, Matrix.add_apply,
    Matrix.sub_apply, Matrix.smul_apply, smul_eq_mul, Fin.sum_univ_three, Fintype.card_fin,
    Nat.cast_ofNat]
  ring

/-- The antisymmetric triplet tensor and the singlet built on one vector `w` mix through
a two-by-two matrix acting on their amplitudes `p`, `q`. -/
theorem H_mixing (a b c u : ℂ) (hu : u = (a + b) / 2) (p q : ℂ) (w : Fin 3 → ℂ) :
    H a b c *ᵥ state (p • dual w) (q • w)
      = state (((2 * c - u) * p + I * (a - b) / 2 * q) • dual w) ((-I * (a - b) * p) • w) := by
  rw [H_state a b c u hu]
  ext ⟨i, α, β⟩
  fin_cases i <;>
  simp [state, dual, axial, eps, Matrix.trace, Matrix.one_apply, Fin.sum_univ_three] <;> ring

/-- Triplet tensor from five symmetric traceless, one scalar, three antisymmetric amplitudes. -/
def tensorOf (w : Coup → ℂ) : Matrix (Fin 3) (Fin 3) ℂ :=
  !![w (.inl 0), w (.inl 2), w (.inl 3); w (.inl 2), w (.inl 1), w (.inl 4);
    w (.inl 3), w (.inl 4), -w (.inl 0) - w (.inl 1)] + w (.inl 5) • 1
    + dual fun k => w (.inr (0, k))

/-- Coupled amplitudes read off a triplet tensor and a singlet vector. -/
def coords (T : Matrix (Fin 3) (Fin 3) ℂ) (v : Fin 3 → ℂ) : Coup → ℂ :=
  Sum.elim ![T 0 0 - T.trace / 3, T 1 1 - T.trace / 3, (T 0 1 + T 1 0) / 2, (T 0 2 + T 2 0) / 2,
    (T 1 2 + T 2 1) / 2, T.trace / 3] fun p => ![axial T p.2 / 2, v p.2] p.1

/-- The linear map from coupled amplitudes to states. -/
def coupled : (Coup → ℂ) →ₗ[ℂ] (Idx → ℂ) where
  toFun w := state (tensorOf w) fun k => w (.inr (1, k))
  map_add' w w' := by
    ext ⟨i, α, β⟩
    fin_cases i <;> simp [state, tensorOf, dual, eps, Matrix.one_apply, Fin.sum_univ_three] <;> ring
  map_smul' r w := by
    ext ⟨i, α, β⟩
    fin_cases i <;> simp [state, tensorOf, dual, eps, Matrix.one_apply, Fin.sum_univ_three] <;> ring

/-- Every state has unique coupled amplitudes. -/
theorem coupled_bijective : Function.Bijective coupled := by
  have inj : Function.Injective coupled := by
    refine (injective_iff_map_eq_zero _).2 fun w hw => ?_
    have key : w = coords (tensorOf w) fun k => w (.inr (1, k)) := by
      ext (k | ⟨p, k⟩)
      · fin_cases k <;>
        simp [coords, tensorOf, dual, eps, Matrix.trace, Fin.sum_univ_three] <;> ring
      · fin_cases p <;> fin_cases k <;>
        simp [coords, tensorOf, dual, axial, eps, Fin.sum_univ_three] <;> ring
    -- singlet and triplets are linearly independent
    have ind : ∀ T v, (∀ x, state T v x = 0) → T = 0 ∧ v = 0 := by
      intro T v h
      have h0 : ∀ i, -T i 0 + I * T i 1 = 0 := fun i => by
        rw [← h (i, 0, 0)]; simp [state, triplet, singlet, Fin.sum_univ_three, mul_comm]
      have h1 : ∀ i, T i 0 + I * T i 1 = 0 := fun i => by
        rw [← h (i, 1, 1)]; simp [state, triplet, singlet, Fin.sum_univ_three, mul_comm]
      have h2 : ∀ i, T i 2 + v i = 0 := fun i => by
        rw [← h (i, 0, 1)]; simp [state, triplet, singlet, Fin.sum_univ_three]
      have h3 : ∀ i, T i 2 - v i = 0 := fun i => by
        rw [← h (i, 1, 0)]; simp [state, triplet, singlet, Fin.sum_univ_three, sub_eq_add_neg]
      refine ⟨?_, funext fun i => ?_⟩
      · ext i j
        fin_cases j
        · show T i 0 = 0
          linear_combination (h1 i - h0 i) / 2
        · show T i 1 = 0
          linear_combination (-I / 2) * (h0 i + h1 i) + T i 1 * I_mul_I
        · show T i 2 = 0
          linear_combination (h2 i + h3 i) / 2
      · show v i = 0
        linear_combination (h2 i - h3 i) / 2
    obtain ⟨hT, hv⟩ := ind (tensorOf w) (fun k => w (.inr (1, k))) (congrFun hw)
    rw [key, hT, hv]
    ext (k | ⟨p, k⟩)
    · fin_cases k <;> simp [coords]
    · fin_cases p <;> simp [coords, axial]
  exact ⟨inj, (LinearMap.injective_iff_surjective_of_finrank_eq_finrank (by simp)).1 inj⟩

/-- Block matrix with `e` five times, `f` once and the two-by-two block `M` three times. -/
def block (e f : ℂ) (M : Matrix (Fin 2) (Fin 2) ℂ) : Matrix Coup Coup ℂ :=
  fromBlocks (diagonal ![e, e, e, e, e, f]) 0 0 (blockDiagonal fun _ => M)

set_option maxHeartbeats 400000 in
/-- Characteristic polynomial of `H`, with `u = (a + b)/2`. -/
theorem charpoly_H (a b c u : ℂ) (hu : u = (a + b) / 2) :
    (H a b c).charpoly = (X - C (u - 2 * c / 5)) ^ 5 * (X + C (2 * u + 4 * c))
      * (X ^ 2 + C (u - 2 * c) * X - C ((a - b) ^ 2 / 2)) ^ 3 := by
  refine Polynomial.funext fun x => ?_
  have h1 : ∀ e f M (w : Coup → ℂ) k,
      (block e f M *ᵥ w) (.inl k) = ![e, e, e, e, e, f] k * w (.inl k) := by
    intro e f M w k
    simp [block, mulVec, dotProduct, Fintype.sum_sum_type, diagonal_apply]
  have h2 : ∀ e f M (w : Coup → ℂ) p k, (block e f M *ᵥ w) (.inr (p, k))
      = M p 0 * w (.inr (0, k)) + M p 1 * w (.inr (1, k)) := by
    intro e f M w p k
    simp [block, mulVec, dotProduct, Fintype.sum_sum_type, Fintype.sum_prod_type,
      blockDiagonal_apply, Fin.sum_univ_two]
  have hdet : ∀ e f M, (block e f M).det = e ^ 5 * f * M.det ^ 3 := by
    intro e f M
    rw [block, det_fromBlocks_zero₂₁, det_diagonal, det_blockDiagonal, Fin.prod_univ_six,
      Finset.prod_const, Finset.card_univ, Fintype.card_fin]
    show e * e * e * e * e * f * M.det ^ 3 = _
    ring
  have hc : ∀ w, coupled w = state (tensorOf w) fun k => w (.inr (1, k)) := fun _ => rfl
  -- x - H is block diagonal in the coupled amplitudes
  have key : ∀ w, (scalar Idx x - H a b c) *ᵥ coupled w = coupled (block (x - (u - 2 * c / 5))
      (x + (2 * u + 4 * c)) !![x + u - 2 * c, -(I * (a - b) / 2); I * (a - b), x] *ᵥ w) := by
    intro w
    rw [hc, hc, sub_mulVec, H_state a b c u hu]
    ext ⟨i, α, β⟩
    fin_cases i <;>
    simp [scalar_apply, mulVec_diagonal, state, tensorOf, dual, axial, eps, h1, h2,
      Matrix.trace, Matrix.one_apply, Fin.sum_univ_three] <;> ring
  let e := LinearEquiv.ofBijective coupled coupled_bijective
  have conj : toLin' (scalar Idx x - H a b c) = (e : _ →ₗ[ℂ] _) ∘ₗ toLin' (block
      (x - (u - 2 * c / 5)) (x + (2 * u + 4 * c))
      !![x + u - 2 * c, -(I * (a - b) / 2); I * (a - b), x]) ∘ₗ (e.symm : _ →ₗ[ℂ] _) := by
    refine LinearMap.ext fun ψ => ?_
    obtain ⟨w, rfl⟩ := e.surjective ψ
    simp only [LinearMap.comp_apply, LinearEquiv.coe_coe, LinearEquiv.symm_apply_apply,
      toLin'_apply]
    exact key w
  have hM : (!![x + u - 2 * c, -(I * (a - b) / 2); I * (a - b), x]).det
      = x ^ 2 + (u - 2 * c) * x - (a - b) ^ 2 / 2 := by
    rw [det_fin_two_of]
    linear_combination ((a - b) ^ 2 / 2) * I_mul_I
  rw [Matrix.eval_charpoly, ← LinearMap.det_toLin', conj, LinearMap.det_conj,
    LinearMap.det_toLin', hdet, hM]
  simp only [eval_mul, eval_pow, eval_add, eval_sub, eval_X, eval_C]

/-- For equal spin-orbit constants the characteristic polynomial splits into linear factors. -/
theorem charpoly_equal_couplings (a c : ℂ) :
    (H a a c).charpoly = (X - C (a - 2 * c / 5)) ^ 5 * (X + C (2 * a + 4 * c))
      * X ^ 3 * (X + C (a - 2 * c)) ^ 3 := by
  have h : (a - a) ^ 2 / 2 = 0 := by ring
  rw [charpoly_H a a c a (by ring), h, C_0]
  ring

end

end BreitPLevels
```

```lean
#print axioms BreitPLevels.H_symmetric
#print axioms BreitPLevels.H_scalar
#print axioms BreitPLevels.H_mixing
#print axioms BreitPLevels.charpoly_equal_couplings
```

```
'BreitPLevels.H_symmetric' depends on axioms: [propext, Classical.choice, Quot.sound]
'BreitPLevels.H_scalar' depends on axioms: [propext, Classical.choice, Quot.sound]
'BreitPLevels.H_mixing' depends on axioms: [propext, Classical.choice, Quot.sound]
'BreitPLevels.charpoly_equal_couplings' depends on axioms: [propext, Classical.choice, Quot.sound]
```

## Dictionary and proof steps

`Idx` orders the basis as orbital ($0,1,2=x,y,z$), first spin, second spin ($0=\uparrow$). `nn` is $N$, with $k,l$ named `a b` there; `state`, `dual`, `axial` are $\Psi,D,A$. In `Coup`, `.inl 0` to `.inl 4` hold the symmetric traceless amplitudes, `.inl 5` the scalar, and `.inr (0, k)`, `.inr (1, k)` hold $p$ and $q$ for direction $k$. A bare `I` in the code is the imaginary unit; the second spin $\mathbf I$ appears only in the name `LdotI` and in docstrings. The hypothesis `hu` only abbreviates $u$.

`spinOrbit_state` and `tensor_state` verify the two action formulas on all twelve components: `fin_cases` replaces the $\varepsilon$ identities and `I_sq` supplies $i^2=-1$. `H_state` combines them. `H_symmetric`, `H_scalar` and `H_mixing` are the three cases, stated for their own sake, since `charpoly_H` calls `H_state` directly. `coupled_bijective` proves injectivity by the independence of singlet and triplets together with `coords`, which recovers the amplitudes from $(T,v)$, and equal dimensions give surjectivity. `charpoly_H` evaluates at arbitrary $x$, shows in `key` that $x-H$ acts on coupled amplitudes as `block`, and removes the basis change by `LinearMap.det_conj`. `hdet` multiplies the blocks and `hM` is the quadratic. `charpoly_equal_couplings` sets $b=a$, where the quadratic becomes $x(x+a-2c)$.

## Limits of the model

The identity holds for all complex $a,b,c$ and fixes roots with algebraic multiplicity. The constants are free parameters, not derived from the Breit operator, and $N_{kl}$ is a definition, not an evaluated integral. Spin-independent shifts, a scalar $\boldsymbol\sigma\cdot\boldsymbol\sigma'$ term, tensor coupling to $l=3$ and mixing with other radial states are absent. The $F$ labels, the normalised matrix, the formula for $x_\pm$ and the numerical examples are read off here by ordinary algebra and are not theorems in the file, which never defines $\mathbf F^2$ or states that $H$ is Hermitian for real couplings. The file fixes one sign and ordering convention, and a code's matrix elements must be matched to it separately.
